# The Macroscopic Field Adds a Screened Product of Charge Responses to the Second-Order Response

A phonon calculation for a polar insulator can obtain the dynamical matrix at the zone centre with the macroscopic electric field switched off, and then add a term built from Born effective charges and the electronic dielectric tensor. The algebra behind that addition is exact at finite wavevector too, for a linear-response model with finitely many density components and a single macroscopic field amplitude.

## Eliminating the field by hand

Let $X$ be the Hermitian matrix that gives the density response when the macroscopic field is held at zero, the short-circuit condition. Local fields and exchange-correlation response may already be contained in $X$. The vector $e$ is the potential shape of the macroscopic field, and the scalar $v$ is the Coulomb factor that turns charge into the amplitude of this potential. Perturbation $k$ brings a bare potential $b_k$ and a bare charge $Z_k$, for instance those of a displaced ion. The macroscopic Coulomb potential of $Z_k$ is left out of $b_k$, because it is already part of $f_k e$. The density $\rho_k$ and field amplitude $f_k$ satisfy

$$\rho_k = X(b_k + f_k e),\qquad f_k = v\,(Z_k + e^\dagger \rho_k).$$

Define the short-circuit charge response and the dielectric factor by

$$r_k = Z_k + e^\dagger X b_k,\qquad \varepsilon = 1 - v\,e^\dagger X e .$$

The second-order response couples the bare potential and charge of a second perturbation $l$ to the density and field caused by $k$. It is the left side of the following claim, which holds for $\varepsilon\neq 0$:

$$b_l^\dagger\rho_k + Z_l^* f_k = b_l^\dagger X b_k + \frac{v\,r_l^*\,r_k}{\varepsilon}.$$

Inserting the density into the field equation gives

$$f_k = v\,(Z_k + e^\dagger X b_k) + v\,f_k\,e^\dagger X e,$$

so $\varepsilon f_k = v\,r_k$ and $f_k = v\,r_k/\varepsilon$. Conversely, this $f_k$ with $\rho_k = X(b_k+f_k e)$ solves both equations, so the solution exists and is unique.

On the left side of the claim, the density equation gives

$$b_l^\dagger\rho_k + Z_l^* f_k = b_l^\dagger X b_k + f_k\,(Z_l^* + b_l^\dagger X e).$$

Since $X$ is Hermitian, $(e^\dagger X b_l)^* = b_l^\dagger X e$. The bracket is therefore $r_l^*$, and inserting $f_k$ finishes the derivation.

If $\varepsilon = 0$, the relation $\varepsilon f_k = v\,r_k$ forces $v\,r_k=0$. With $r_k\neq0$ this means $v=0$, but then $\varepsilon=1$, a contradiction, so there is no solution. Physically, $\varepsilon=0$ marks a macroscopic field that can sustain itself without any perturbation.

## The long-wave limit by hand

Take a real wavenumber $q\neq0$ along a fixed direction and set $v=c/q^2$. For a three-dimensional crystal in Hartree atomic units, $c=4\pi/\Omega$ if $e$ is a plane wave of unit amplitude and charges are counted per cell of volume $\Omega$. Then

$$\frac{v\,r_l^* r_k}{\varepsilon} = \frac{c\,(r_l/q)^*\,(r_k/q)}{1 - c\,e^\dagger X e/q^2}.$$

If $r_k/q\to R_k$, $r_l/q\to R_l$ and $e^\dagger Xe/q^2\to\chi$ with $1-c\chi\neq0$, the denominator is nonzero for small $q$ and the expression tends to $c\,R_l^*R_k/(1-c\chi)$. The assumed powers of $q$ describe an insulator, in which a uniform potential induces no charge and a neutral cell acquires a charge response only at first order in $q$.

## The model in Lean

The scalars form a field `K` with a conjugation `star`, which covers both $\mathbb R$ and $\mathbb C$. The density components are labelled by a finite type `n`.

```lean
import Mathlib

open Matrix Filter Topology

namespace LongWaveResponse

noncomputable section

variable {K n : Type*} [Field K] [StarRing K] [Fintype n]
```

The product `⬝ᵥ` does not conjugate, so $e^\dagger Xb$ is written with an explicit `star e`. The first definition is $r$.

```lean
/-- The short-circuit charge response `r = Z + e†Xb` of a perturbation with bare charge `Z`
and bare potential `b`. -/
def chargeResponse (X : Matrix n n K) (e b : n → K) (Z : K) : K :=
  Z + star e ⬝ᵥ X *ᵥ b
```

The second is $\varepsilon$, a single scalar because there is one field amplitude.

```lean
/-- The macroscopic dielectric factor `1 - v e†Xe`. -/
def dielectric (X : Matrix n n K) (e : n → K) (v : K) : K :=
  1 - v * (star e ⬝ᵥ X *ᵥ e)
```

The two coupled equations become the fields of a structure. It states that a given pair `ρ`, `f` is self-consistent, without presupposing that such a pair exists. The sign convention is that of potential energies and electron number: `Z` is counted in the same units as the density, and a positive `v` is repulsive.

```lean
/-- The density `ρ` responds to the bare potential `b` plus the macroscopic field `f` along `e`,
and `f` is generated by the total charge through the Coulomb factor `v`. -/
structure SelfConsistent (X : Matrix n n K) (e : n → K) (v : K) (b : n → K) (Z : K)
    (ρ : n → K) (f : K) : Prop where
  density : ρ = X *ᵥ (b + f • e)
  field : f = v * (Z + star e ⬝ᵥ ρ)
```

## Solving for the field

The first lemma is the Hermiticity step, $(x^\dagger Xy)^*=y^\dagger Xx$. Its proof moves the conjugation onto $Xy$, replaces $X^\dagger$ by $X$ and regroups the product.

```lean
/-- Conjugating a matrix element of a Hermitian response exchanges its two potentials. -/
theorem star_element {X : Matrix n n K} (hX : X.IsHermitian) (x y : n → K) :
    star (star x ⬝ᵥ X *ᵥ y) = star y ⬝ᵥ X *ᵥ x := by
  rw [← Matrix.star_dotProduct, Matrix.star_mulVec, hX.eq, ← Matrix.dotProduct_mulVec]
```

`screening` is $\varepsilon f=v\,r$. The rewriting expands $e^\dagger X(b+fe)$ by linearity, and `linear_combination hf` collects the terms in $f$. No condition on $\varepsilon$ is needed yet.

```lean
/-- The dielectric factor times the macroscopic field equals the Coulomb factor times the
short-circuit charge response. -/
theorem screening {X : Matrix n n K} {e b ρ : n → K} {v Z f : K}
    (h : SelfConsistent X e v b Z ρ f) :
    dielectric X e v * f = v * chargeResponse X e b Z := by
  have hf := h.field
  rw [h.density, Matrix.mulVec_add, Matrix.mulVec_smul, dotProduct_add, dotProduct_smul,
    smul_eq_mul] at hf
  unfold dielectric chargeResponse
  linear_combination hf
```

With $\varepsilon\neq0$ the field can be isolated. The forward direction of the equivalence gives uniqueness. The reverse direction gives existence, by the same expansion read backwards.

```lean
/-- For a nonzero dielectric factor, `ρ` and `f` are self-consistent exactly when `f` is the Coulomb
factor times the charge response divided by the dielectric factor, and `ρ = X (b + f e)`. -/
theorem selfConsistent_iff {X : Matrix n n K} {e b ρ : n → K} {v Z f : K}
    (hε : dielectric X e v ≠ 0) :
    SelfConsistent X e v b Z ρ f ↔
      f = v * chargeResponse X e b Z / dielectric X e v ∧ ρ = X *ᵥ (b + f • e) := by
  constructor
  · intro h
    refine ⟨?_, h.density⟩
    rw [eq_div_iff hε, mul_comm]
    exact screening h
  · rintro ⟨hf, hρ⟩
    refine ⟨hρ, ?_⟩
    rw [eq_div_iff hε] at hf
    unfold dielectric chargeResponse at hf
    rw [hρ, Matrix.mulVec_add, Matrix.mulVec_smul, dotProduct_add, dotProduct_smul, smul_eq_mul]
    linear_combination hf
```

The singular case follows the argument by hand: `hs` becomes $0=v\,r$, the nonzero $r$ leaves $v=0$, and the definition of $\varepsilon$ then contradicts `hε`.

```lean
/-- If the dielectric factor vanishes, a perturbation with nonzero short-circuit charge response
has no self-consistent solution. -/
theorem no_solution_of_dielectric_eq_zero {X : Matrix n n K} {e b : n → K} {v Z : K}
    (hε : dielectric X e v = 0) (hr : chargeResponse X e b Z ≠ 0) (ρ : n → K) (f : K) :
    ¬ SelfConsistent X e v b Z ρ f := by
  intro h
  have hs := screening h
  rw [hε, zero_mul] at hs
  have hv : v = 0 := (mul_eq_zero.mp hs.symm).resolve_right hr
  simp [dielectric, hv] at hε
```

## The second-order formula and its symmetry

In the main theorem `ρ` and `f` belong to perturbation $k$; perturbation $l$ enters only through `bl` and `Zl`. The auxiliary statement `hr` identifies $r_l^*$ with $Z_l^*+b_l^\dagger Xe$. The first step of the `calc` block collects the coefficient of $f$, and the second inserts the solved field.

```lean
/-- For a Hermitian `X` and a nonzero dielectric factor, the second-order response to perturbations
`l` and `k` is its short-circuit value plus the Coulomb factor times the conjugated charge response
of `l` times the charge response of `k`, divided by the dielectric factor. -/
theorem second_order_response {X : Matrix n n K} (hX : X.IsHermitian)
    {e bk bl ρ : n → K} {v Zk Zl f : K} (hε : dielectric X e v ≠ 0)
    (h : SelfConsistent X e v bk Zk ρ f) :
    star bl ⬝ᵥ ρ + star Zl * f = star bl ⬝ᵥ X *ᵥ bk +
      v * star (chargeResponse X e bl Zl) * chargeResponse X e bk Zk / dielectric X e v := by
  -- Hermiticity turns the coupling of `l` to the field into its charge response.
  have hr : star (chargeResponse X e bl Zl) = star Zl + star bl ⬝ᵥ X *ᵥ e := by
    rw [chargeResponse, star_add, star_element hX]
  have hf := ((selfConsistent_iff hε).mp h).1
  calc star bl ⬝ᵥ ρ + star Zl * f
      = star bl ⬝ᵥ X *ᵥ bk + f * star (chargeResponse X e bl Zl) := by
        rw [h.density, Matrix.mulVec_add, Matrix.mulVec_smul, dotProduct_add, dotProduct_smul,
          smul_eq_mul, hr]
        ring
    _ = _ := by
        rw [hf]
        ring
```

For real symmetric $X$ and real vectors every conjugation is trivial. The next theorem spells out both self-consistency equations and the dielectric factor, so it can be read without the definitions above.

```lean
/-- The second-order response formula for a real symmetric response matrix and real potentials. -/
theorem second_order_response_real {X : Matrix n n ℝ} (hX : X.IsSymm)
    {e bk bl ρ : n → ℝ} {v Zk Zl f : ℝ} (hε : 1 - v * (e ⬝ᵥ X *ᵥ e) ≠ 0)
    (hρ : ρ = X *ᵥ (bk + f • e)) (hf : f = v * (Zk + e ⬝ᵥ ρ)) :
    bl ⬝ᵥ ρ + Zl * f = bl ⬝ᵥ X *ᵥ bk +
      v * (Zl + e ⬝ᵥ X *ᵥ bl) * (Zk + e ⬝ᵥ X *ᵥ bk) / (1 - v * (e ⬝ᵥ X *ᵥ e)) := by
  have hH : X.IsHermitian := Matrix.IsHermitian.ext fun i j => by simpa using hX.apply i j
  have hε' : dielectric X e v ≠ 0 := by simpa only [dielectric, star_trivial] using hε
  have hs : SelfConsistent X e v bk Zk ρ f := ⟨hρ, by simpa only [star_trivial] using hf⟩
  have h := second_order_response (bl := bl) (Zl := Zl) hH hε' hs
  simpa only [dielectric, chargeResponse, star_trivial] using h
```

When $v$ is real, $\varepsilon$ is real as well, and conjugating the formula exchanges $l$ and $k$. The second-order response is then Hermitian in its two perturbations, as its contribution to a dynamical matrix must be. The other contributions, from the second derivative of the ionic potential with the unperturbed density and from the remaining ion-ion interaction, do not involve $\rho_k$ or $f_k$. In Lean, reality of $v$ is the hypothesis `star v = v`, and `hd` is the corresponding statement for $\varepsilon$.

```lean
/-- For a self-conjugate Coulomb factor, exchanging the two perturbations conjugates the
second-order response. -/
theorem response_reciprocity {X : Matrix n n K} (hX : X.IsHermitian)
    {e bk bl ρk ρl : n → K} {v Zk Zl fk fl : K} (hv : star v = v)
    (hε : dielectric X e v ≠ 0) (hk : SelfConsistent X e v bk Zk ρk fk)
    (hl : SelfConsistent X e v bl Zl ρl fl) :
    star (star bk ⬝ᵥ ρl + star Zk * fl) = star bl ⬝ᵥ ρk + star Zl * fk := by
  have hd : star (dielectric X e v) = dielectric X e v := by
    simp only [dielectric, star_sub, star_one, star_mul', star_element hX, hv]
  rw [second_order_response hX hε hk, second_order_response hX hε hl, star_add,
    star_element hX, star_div₀, hd, star_mul', star_mul', star_star, hv]
  ring
```

## The limit at the zone centre

Now $X$, $e$, the potentials and the charges may all depend on `q`, while the set of density components stays fixed. The filter `𝓝[≠] 0` means that $q$ approaches zero without reaching it. The limits $R_k$, $R_l$ and $\chi$ are hypotheses; they are not derived from a band structure.

The proof first takes the limit of the rearranged quotient. `hd.eventually_ne` then supplies $\varepsilon\neq0$ near $q=0$, where the main theorem identifies that quotient with the field contribution. The short-circuit part $b_l^\dagger Xb_k$ is subtracted, and nothing is assumed about its own limit.

```lean
/-- Let the Coulomb factor be `c / q²`. If the charge responses divided by `q` tend to `Rk` and
`Rl`, `e†Xe / q²` tends to `χ`, and `1 - c χ ≠ 0`, then the second-order response minus its
short-circuit part tends to `c Rl* Rk / (1 - c χ)` as `q → 0`. -/
theorem long_wave_limit {X : ℝ → Matrix n n ℂ} (hX : ∀ q, (X q).IsHermitian)
    {e bk bl ρ : ℝ → n → ℂ} {Zk Zl f : ℝ → ℂ} {c χ Rk Rl : ℂ}
    (hs : ∀ q : ℝ, q ≠ 0 →
      SelfConsistent (X q) (e q) (c / (q : ℂ) ^ 2) (bk q) (Zk q) (ρ q) (f q))
    (hk : Tendsto (fun q : ℝ => chargeResponse (X q) (e q) (bk q) (Zk q) / (q : ℂ))
      (𝓝[≠] 0) (𝓝 Rk))
    (hl : Tendsto (fun q : ℝ => chargeResponse (X q) (e q) (bl q) (Zl q) / (q : ℂ))
      (𝓝[≠] 0) (𝓝 Rl))
    (he : Tendsto (fun q : ℝ => (star (e q) ⬝ᵥ X q *ᵥ e q) / (q : ℂ) ^ 2) (𝓝[≠] 0) (𝓝 χ))
    (hχ : 1 - c * χ ≠ 0) :
    Tendsto (fun q : ℝ => star (bl q) ⬝ᵥ ρ q + star (Zl q) * f q - star (bl q) ⬝ᵥ X q *ᵥ bk q)
      (𝓝[≠] 0) (𝓝 (c * star Rl * Rk / (1 - c * χ))) := by
  have hd : Tendsto (fun q : ℝ => 1 - c * ((star (e q) ⬝ᵥ X q *ᵥ e q) / (q : ℂ) ^ 2))
      (𝓝[≠] 0) (𝓝 (1 - c * χ)) := tendsto_const_nhds.sub (he.const_mul c)
  refine (((hl.star.const_mul c).mul hk).div hd hχ).congr' ?_
  -- The dielectric factor is nonzero close to the zone centre.
  filter_upwards [hd.eventually_ne hχ, self_mem_nhdsWithin] with q hq hq0
  have hdq : dielectric (X q) (e q) (c / (q : ℂ) ^ 2) =
      1 - c * ((star (e q) ⬝ᵥ X q *ᵥ e q) / (q : ℂ) ^ 2) := by
    unfold dielectric
    ring
  have hqs : star (q : ℂ) = (q : ℂ) := Complex.conj_ofReal q
  have hm := second_order_response (bl := bl q) (Zl := Zl q) (hX q)
    (by rw [hdq]; exact hq) (hs q hq0)
  rw [hdq] at hm
  rw [hm]
  simp only [Pi.div_apply, star_div₀, hqs]
  ring
```

To read this as the non-analytic term of lattice dynamics, one identifies $R_k$, up to a phase, with the Born effective charge projected on the direction of $q$, and $1-c\chi$ with the electronic dielectric constant along it; that identification is physical input. For nonzero Born charges the limit in general depends on the direction of approach. In a cubic polar crystal the term acts on infrared-active optical modes polarised along $q$ and vanishes for those polarised perpendicular to it, which splits the longitudinal from the transverse modes.

## A two-component example

The last theorem exhibits a complex Hermitian response with $\varepsilon=2$ and $r=2+2i$, hence $f=1+i$. Taking $l=k$, direct arithmetic gives $b^\dagger\rho+Z^*f=-4$, in agreement with $b^\dagger Xb+v|r|^2/\varepsilon=-8+4$.

```lean
/-- An explicit two-component complex response with nonzero dielectric factor and a
self-consistent density and field. -/
theorem selfConsistent_witness :
    (!![-1, Complex.I; -Complex.I, -2] : Matrix (Fin 2) (Fin 2) ℂ).IsHermitian ∧
    dielectric !![-1, Complex.I; -Complex.I, -2] ![1, 0] 1 ≠ 0 ∧
    SelfConsistent !![-1, Complex.I; -Complex.I, -2] ![1, 0] 1 ![0, 2] 2
      ![-1 + Complex.I, -3 - Complex.I] (1 + Complex.I) := by
  refine ⟨?_, ?_, ?_, ?_⟩
  · ext i j
    fin_cases i <;> fin_cases j <;> simp [Matrix.conjTranspose_apply]
  · norm_num [dielectric, Matrix.mulVec, dotProduct, Fin.sum_univ_succ]
  · ext i
    fin_cases i
    · simp [Matrix.mulVec, dotProduct, Fin.sum_univ_succ]
      ring
    · simp [Matrix.mulVec, dotProduct, Fin.sum_univ_succ]
      linear_combination Complex.I_sq
  · simp [dotProduct, Fin.sum_univ_succ]
    ring

end

end LongWaveResponse
```

```lean
#print axioms LongWaveResponse.second_order_response
#print axioms LongWaveResponse.second_order_response_real
#print axioms LongWaveResponse.response_reciprocity
#print axioms LongWaveResponse.long_wave_limit
```

```
'LongWaveResponse.second_order_response' depends on axioms: [propext, Classical.choice, Quot.sound]
'LongWaveResponse.second_order_response_real' depends on axioms: [propext, Classical.choice, Quot.sound]
'LongWaveResponse.response_reciprocity' depends on axioms: [propext, Classical.choice, Quot.sound]
'LongWaveResponse.long_wave_limit' depends on axioms: [propext, Classical.choice, Quot.sound]
```

## In a phonon code, and with the field inside the response

When it treats atomic displacements at $q=0$, a density functional perturbation code omits the macroscopic Coulomb terms, those at zero reciprocal lattice vector, from the electronic, ionic and ion-ion parts alike. This yields the short-circuit dynamical matrix. Responses to a uniform electric field provide the dielectric tensor, and the Born charges follow from either kind of response. For frequencies approaching the zone centre along $\hat q$, the code adds the product of projected charges divided by $\hat q\cdot\varepsilon_\infty\hat q$, with the appropriate prefactor and mass factors, before diagonalising.

Another model places the macroscopic field inside the response matrix. For $\varepsilon\neq0$ the full response is

$$\tilde X = X + \frac{v\,Xe\,e^\dagger X}{\varepsilon},$$

and the bare charge enters through the potential $b_k+vZ_ke$. For real $v$, the second-order response becomes the matrix element of $\tilde X$ between two such potentials plus the direct term $v\,Z_l^*Z_k$. The separate field variable disappears, but the direction-dependent long-wave behaviour is then spread over $\tilde X$, the potentials and the direct term, where the formula above gathers it into one fraction.
